# Level shifting in a two-level occupation model: alternation, settling and freezing

Let two levels have bare energies $0$ and $d>0$. The occupied one is raised by a repulsion $U$ and lowered by a level shift $b$, and each iteration occupies whichever level is then lower. The shift decides what happens:

- If $b<U-d$, the occupation changes at every iteration.
- If $U-d<b<U+d$, the level with bare energy $0$ is occupied from the first iteration on, whatever the start.
- If $b>U+d$, the occupation never leaves the level in which it started, even if that is the one with bare energy $d$.

## A level raised by its own occupation

In a self-consistent-field calculation the occupied orbitals determine the field, and the field determines which orbitals are occupied next. The model keeps only this feedback. The orbitals are fixed, exactly one level is occupied at a time, and only the choice of that level changes.

The constant $U$ is postulated. It stands for the additional repulsion felt in the occupied level compared with an empty one. One may think of two equally compact orbitals far apart, one of which holds an electron pair: each electron of the pair feels the other at close range, while an electron in the empty orbital would feel both only from a distance. A repulsion that acts equally on all levels would not affect their order and is left out.

The level shift $b$ lowers the occupied level. Raising all empty levels by $b$ would give the same order, since the two prescriptions differ by a constant added to every energy.

Let $\varepsilon_j$ be the bare energy of level $j$. When level $k$ is occupied, level $j$ has the energy

$$
E_k(j)=\begin{cases}\varepsilon_k+U-b, & j=k,\\ \varepsilon_j, & j\neq k.\end{cases}
$$

Write $s_n$ for the level occupied at step $n$. The sequence is a run if $s_{n+1}$ has the lowest energy in the field of $s_n$:

$$
E_{s_n}(s_{n+1})\le E_{s_n}(j)\qquad\text{for all } n \text{ and } j.
$$

If several levels share the lowest energy, any of them may follow.

## The three regimes as a formal statement

In Lean, $E_k(j)$ is `shiftedEnergy ε U b k j`, with the occupied level $k$ before the level $j$ whose energy is asked for. The condition for a run is `IsRun ε U b s`, where `s : ℕ → ι` is the sequence of occupied levels and `ι` is the set of levels. The two-level model has `ι` equal to `Fin 2` and bare energies `twoLevel d`, so that level `0` has energy $0$ and level `1` has energy $d$.

The theorem `two_level_regimes` takes any run of this model with $d>0$ and proves three implications:

- `b < U - d` gives `s (n + 1) ≠ s n` for every $n$.
- `U - d < b` and `b < U + d` give `s (n + 1) = 0` for every $n$. The starting level `s 0` is unrestricted.
- `U + d < b` gives `s n = s 0` for every $n$.

Neither $U>d$ nor $b\ge 0$ is assumed. The condition $U>d$ says that the alternating regime contains the unshifted iteration $b=0$. It enters `unshifted_period_two`, which states that this iteration changes level at every step and returns after two.

The theorem makes no statement about the borderline values $b=U-d$ and $b=U+d$, where two energies can coincide and the next occupation may depend on how the tie is broken. The model also has no orbital relaxation, no fractional occupation and no shift that varies during the iteration.

## Two comparisons for two levels

Suppose level $0$ is occupied. The energies are $U-b$ for level $0$ and $d$ for level $1$. Level $0$ is therefore left if $U-b>d$, that is, if $b<U-d$, and kept if $b>U-d$.

Suppose level $1$ is occupied. The energies are $0$ for level $0$ and $d+U-b$ for level $1$. Level $1$ is left if $d+U-b>0$, that is, if $b<U+d$, and kept if $b>U+d$.

Because $d>0$, the first threshold lies below the second. Below both thresholds each level is left when occupied, so the occupation alternates. Between them level $1$ is left and level $0$ is kept, so every run is in level $0$ after one iteration. Above both, each level is kept.

For $U>d$ and $b=0$, neither level can stay occupied. The occupation reached in the middle regime is thus kept only with the shift in place: in its own unshifted field the occupied level lies at $U$, above the empty one at $d$.

Level shifting is used in electronic-structure calculations to suppress oscillating occupations. In this model with fixed orbitals and one occupied level, it does so for a moderate shift, while a large shift also preserves an excited starting occupation.

## The same argument for many levels

**Stationary levels.** Permanent occupation of $k$ is a run exactly when $E_k(k)\le E_k(j)$ for all $j$. For $j=k$ this is an equality, and for $j\ne k$ it reads

$$
\varepsilon_k+U-b\le\varepsilon_j .
$$

If the inequality is strict for every $j\neq k$, then $k$ is the only level of lowest energy in its own field. A run that starts in $k$ stays there, by induction on the number of steps.

**Return to the ground level.** Let $g$ be the ground level, and let $\varepsilon_j\ge\varepsilon_g+d$ for all $j\ne g$, with $d>0$. Suppose $b<U+d$ and an excited level $k\neq g$ is occupied. The empty ground level has energy $\varepsilon_g$. Keeping $k$ would cost

$$
\varepsilon_k+U-b\ge\varepsilon_g+d+U-b>\varepsilon_g .
$$

Any other excited level $m$ has $\varepsilon_m\ge\varepsilon_g+d>\varepsilon_g$. Hence $g$ is occupied next.

**Settling.** If also $b>U-d$ and $g$ is occupied, then for every $j\neq g$

$$
\varepsilon_g+U-b<\varepsilon_g+d\le\varepsilon_j ,
$$

so $g$ is kept. Together with the return from excited levels, this puts every run in $g$ from the first iteration on.

**Alternation.** Let some level $e$ lie exactly $d$ above $g$, and let $b<U-d$. When $g$ is occupied,

$$
\varepsilon_g+U-b>\varepsilon_g+d=\varepsilon_e ,
$$

so $g$ is not lowest and is left. Since $b<U-d<U+d$, the next iteration returns to $g$. The run therefore alternates between $g$ and excited levels. If several levels lie at $\varepsilon_g+d$, different ones may be visited in different cycles.

## The model and its theorems in Lean

```lean
import Mathlib

namespace LevelShifting

variable {ι : Type*} [DecidableEq ι]

noncomputable section

/-- Energy of level `j` when level `k` is occupied: the occupied level is raised by the
repulsion `U` and lowered by the level shift `b`, the others keep their bare energy `ε j`. -/
def shiftedEnergy (ε : ι → ℝ) (U b : ℝ) (k j : ι) : ℝ :=
  ε j + if j = k then U - b else 0

/-- A run of the iteration: `s n` is the level occupied at step `n`, and each step occupies
a level of lowest energy in the field of the previous occupation. -/
def IsRun (ε : ι → ℝ) (U b : ℝ) (s : ℕ → ι) : Prop :=
  ∀ n j, shiftedEnergy ε U b (s n) (s (n + 1)) ≤ shiftedEnergy ε U b (s n) j

/-- The two-level model, with bare energies `0` and `d`. -/
def twoLevel (d : ℝ) : Fin 2 → ℝ := ![0, d]

/-- The occupied level has energy `ε k + (U - b)`. -/
theorem shiftedEnergy_self (ε : ι → ℝ) (U b : ℝ) (k : ι) :
    shiftedEnergy ε U b k k = ε k + (U - b) := by
  simp [shiftedEnergy]

/-- An empty level keeps its bare energy. -/
theorem shiftedEnergy_of_ne (ε : ι → ℝ) (U b : ℝ) {k j : ι} (h : j ≠ k) :
    shiftedEnergy ε U b k j = ε j := by
  simp [shiftedEnergy, h]

/-- With finitely many levels, the iteration can be run from every starting occupation. -/
theorem exists_run [Finite ι] (ε : ι → ℝ) (U b : ℝ) (k : ι) :
    ∃ s : ℕ → ι, s 0 = k ∧ IsRun ε U b s := by
  have : Nonempty ι := ⟨k⟩
  -- choose a lowest level in the field of each occupation, and iterate the choice
  choose f hf using fun i => Finite.exists_min (shiftedEnergy ε U b i)
  refine ⟨fun n => f^[n] k, rfl, ?_⟩
  intro n j
  have h := hf (f^[n] k) j
  simpa only [Function.iterate_succ_apply'] using h

/-- Permanent occupation of level `k` is a run exactly when its energy `ε k + U - b` does
not exceed the bare energy of any other level. -/
theorem stationary_iff (ε : ι → ℝ) (U b : ℝ) (k : ι) :
    IsRun ε U b (fun _ => k) ↔ ∀ j, j ≠ k → ε k + U - b ≤ ε j := by
  constructor
  · intro h j hj
    have h' : shiftedEnergy ε U b k k ≤ shiftedEnergy ε U b k j := h 0 j
    rw [shiftedEnergy_self, shiftedEnergy_of_ne ε U b hj] at h'
    linarith
  · intro h n j
    change shiftedEnergy ε U b k k ≤ shiftedEnergy ε U b k j
    by_cases hj : j = k
    · subst hj
      exact le_rfl
    · rw [shiftedEnergy_self, shiftedEnergy_of_ne ε U b hj]
      linarith [h j hj]

/-- If the energy `ε k + U - b` of the occupied level `k` lies below every other bare level,
then every run that starts in `k` stays in `k`. -/
theorem frozen {ε : ι → ℝ} {U b : ℝ} {s : ℕ → ι} {k : ι} (hs : IsRun ε U b s)
    (hk : ∀ j, j ≠ k → ε k + U - b < ε j) (h0 : s 0 = k) : ∀ n, s n = k := by
  intro n
  induction n with
  | zero => exact h0
  | succ n ih =>
    by_contra hne
    have h := hs n k
    rw [ih, shiftedEnergy_self, shiftedEnergy_of_ne ε U b hne] at h
    linarith [hk _ hne]

/-- Let all other levels lie at least `d > 0` above the ground level `g`. If `b < U + d`,
an occupation other than `g` is followed by `g` in the next iteration. -/
theorem returns_to_ground {ε : ι → ℝ} {U b d : ℝ} {s : ℕ → ι} {g : ι}
    (hs : IsRun ε U b s) (hd : 0 < d) (hgap : ∀ j, j ≠ g → ε g + d ≤ ε j)
    (hb : b < U + d) {n : ℕ} (hn : s n ≠ g) : s (n + 1) = g := by
  by_contra hne
  have hj := hgap _ hne
  have h := hs n g
  rw [shiftedEnergy_of_ne ε U b (Ne.symm hn)] at h
  by_cases hk : s (n + 1) = s n
  · -- the excited level cannot be kept: the shift is too small
    rw [hk] at h hj
    rw [shiftedEnergy_self] at h
    linarith
  · -- another excited level lies above the empty ground level
    rw [shiftedEnergy_of_ne ε U b hk] at h
    linarith

/-- Let all other levels lie at least `d` above the ground level `g`. If
`U - d < b < U + d`, every run occupies `g` from the first iteration on. -/
theorem settles {ε : ι → ℝ} {U b d : ℝ} {s : ℕ → ι} {g : ι}
    (hs : IsRun ε U b s) (hgap : ∀ j, j ≠ g → ε g + d ≤ ε j)
    (h1 : U - d < b) (h2 : b < U + d) : ∀ n, s (n + 1) = g := by
  intro n
  by_cases hn : s n = g
  · by_contra hne
    have h := hs n g
    rw [hn, shiftedEnergy_self, shiftedEnergy_of_ne ε U b hne] at h
    linarith [hgap _ hne]
  · exact returns_to_ground hs (by linarith) hgap h2 hn

/-- Let the lowest excited level `e` lie `d > 0` above the ground level `g`. If `b < U - d`,
the ground level is occupied after an iteration exactly when it was empty before. -/
theorem alternates {ε : ι → ℝ} {U b d : ℝ} {s : ℕ → ι} {g e : ι}
    (hs : IsRun ε U b s) (hd : 0 < d) (hgap : ∀ j, j ≠ g → ε g + d ≤ ε j)
    (he : ε e = ε g + d) (hb : b < U - d) (n : ℕ) : s (n + 1) = g ↔ s n ≠ g := by
  have heg : e ≠ g := by
    intro h
    rw [h] at he
    linarith
  constructor
  · -- an occupied ground level is pushed above `e`
    intro h1 hn
    have h := hs n e
    rw [h1, hn, shiftedEnergy_self, shiftedEnergy_of_ne ε U b heg] at h
    linarith
  · exact fun hn => returns_to_ground hs hd hgap (by linarith) hn

/-- Level shifting for two levels `0` and `d > 0`. For `b < U - d` the occupation changes at
every iteration; for `U - d < b < U + d` it is in the lower level from the first iteration
on; for `b > U + d` it stays in whichever level it started. -/
theorem two_level_regimes {U b d : ℝ} {s : ℕ → Fin 2} (hd : 0 < d)
    (hs : IsRun (twoLevel d) U b s) :
    (b < U - d → ∀ n, s (n + 1) ≠ s n) ∧
    (U - d < b → b < U + d → ∀ n, s (n + 1) = 0) ∧
    (U + d < b → ∀ n, s n = s 0) := by
  have hgap : ∀ j : Fin 2, j ≠ 0 → twoLevel d 0 + d ≤ twoLevel d j :=
    Fin.forall_fin_two.2 ⟨fun h => absurd rfl h, fun _ => by simp [twoLevel]⟩
  refine ⟨fun hb n heq => ?_, fun h1 h2 => settles hs hgap h1 h2, fun hb => ?_⟩
  · have h := alternates (e := 1) hs hd hgap (by simp [twoLevel]) hb n
    rw [heq] at h
    exact iff_not_self h
  · -- both bare energies lie between `0` and `d`
    have lo : ∀ j : Fin 2, 0 ≤ twoLevel d j :=
      Fin.forall_fin_two.2 ⟨by simp [twoLevel], by simpa [twoLevel] using hd.le⟩
    have hi : ∀ j : Fin 2, twoLevel d j ≤ d :=
      Fin.forall_fin_two.2 ⟨by simpa [twoLevel] using hd.le, by simp [twoLevel]⟩
    exact frozen hs (fun j _ => by linarith [lo j, hi (s 0)]) rfl

/-- Without a level shift, and with repulsion `U` larger than the spacing `d > 0`, the
two-level occupation changes at every iteration and repeats after two. -/
theorem unshifted_period_two {U d : ℝ} {s : ℕ → Fin 2} (hd : 0 < d) (hU : d < U)
    (hs : IsRun (twoLevel d) U 0 s) (n : ℕ) : s (n + 1) ≠ s n ∧ s (n + 2) = s n := by
  have h := (two_level_regimes hd hs).1 (by linarith)
  have h1 := h n
  have h2 : s (n + 2) ≠ s (n + 1) := h (n + 1)
  exact ⟨h1, by omega⟩

end

end LevelShifting
```

```lean
#print axioms LevelShifting.exists_run
#print axioms LevelShifting.stationary_iff
#print axioms LevelShifting.two_level_regimes
#print axioms LevelShifting.unshifted_period_two
```

```
'LevelShifting.exists_run' depends on axioms: [propext, Classical.choice, Quot.sound]
'LevelShifting.stationary_iff' depends on axioms: [propext, Classical.choice, Quot.sound]
'LevelShifting.two_level_regimes' depends on axioms: [propext, Classical.choice, Quot.sound]
'LevelShifting.unshifted_period_two' depends on axioms: [propext, Classical.choice, Quot.sound]
```

## From single iterations to whole runs

The lemmas `shiftedEnergy_self` and `shiftedEnergy_of_ne` are the two cases in the definition of $E_k(j)$. Later proofs use them to turn an inequality between shifted energies into one between bare energies, $U$ and $b$, which `linarith` then settles.

`exists_run` shows that runs exist from every start when there are finitely many levels, so the theorems about runs do not hold for want of examples. For each occupied level `i` it chooses a level `f i` of lowest energy in the resulting field. The run is obtained by applying `f` repeatedly to the starting level.

`stationary_iff` is the criterion for permanent occupation. In one direction the run condition is read at step $0$. In the other, the proof separates $j=k$, where both sides are equal, from $j\ne k$, where the assumed inequality applies.

`frozen` is the induction for a strict inequality. If the run is in $k$ at step $n$ but in another level at step $n+1$, the run condition compared with $k$ gives

$$
\varepsilon_{s_{n+1}}\le\varepsilon_k+U-b ,
$$

which contradicts the hypothesis `hk`.

`returns_to_ground` also argues by contradiction. If the next level is not $g$, the run condition says that its energy is at most $\varepsilon_g$. The split on `s (n + 1) = s n` separates the two possibilities treated by hand: the excited level is kept, or another excited level is chosen. The first contradicts $b<U+d$, the second contradicts the gap.

`settles` distinguishes whether $g$ is occupied at step $n$. If it is, leaving it would violate the run condition. If it is not, `returns_to_ground` applies. The positivity of $d$ is not a separate hypothesis here, because $U-d<b<U+d$ already implies it.

`alternates` expresses the alternation as an equivalence: `s (n + 1) = g ↔ s n ≠ g`. From left to right, keeping $g$ would contradict the comparison with $e$. From right to left, `returns_to_ground` applies again.

For two levels, `two_level_regimes` first checks the gap condition `hgap` with $g=0$. The three parts then follow:

- In the first regime, suppose the occupation did not change in some iteration. The equivalence from `alternates` would then say that level $0$ is occupied exactly when it is not, and `iff_not_self` rules this out.
- The second regime is `settles` applied to level $0$.
- In the third regime, the bounds `lo` and `hi` place both bare energies between $0$ and $d$. The energy of the starting level, while occupied, is then at most $d+U-b<0$, which is below every bare energy. This is the hypothesis of `frozen`, and it treats both starting levels at once.

Finally, `unshifted_period_two` sets $b=0$ in the first regime, where $d<U$ supplies the required inequality. Both $s_n$ and $s_{n+2}$ differ from $s_{n+1}$. Only one other level is available, so they are equal, which `omega` concludes from the two possible values in `Fin 2`.
